# A closed form for arrays that obey the Hermite Coulomb recurrence

When the charge clouds of a molecule are expanded in Gaussians, their Coulomb interactions reduce to derivatives of the Boys function with respect to the components of a separation vector, and a recurrence builds these derivatives up one order at a time. The Lean file below solves that recurrence: along one axis, any array that obeys it is an explicit finite sum over its entries of derivative order zero.

```lean
import Mathlib

open Finset
open scoped Nat

namespace HermiteCoulombClosedForm

noncomputable section

/-- The one-dimensional Hermite Coulomb recurrence
`R(n,t+1) = t R(n+1,t-1) + X R(n+1,t)`. -/
def IsHermiteArray (X : ℝ) (R : ℕ → ℕ → ℝ) : Prop :=
  ∀ n t, R n (t + 1) = t * R (n + 1) (t - 1) + X * R (n + 1) t

/-- The explicit sum over `2k ≤ t` built from a sequence `r` of seed values. -/
def hermiteSum (X : ℝ) (r : ℕ → ℝ) (n t : ℕ) : ℝ :=
  ∑ k ∈ range (t / 2 + 1),
    (t ! : ℝ) / (2 ^ k * (k ! : ℝ) * ((t - 2 * k)! : ℝ)) * X ^ (t - 2 * k) * r (n + t - k)

/-- The number of ways to choose `k` disjoint pairs among `t` objects. -/
def pairCoeff (t k : ℕ) : ℝ :=
  (t.choose (2 * k) : ℝ) * (((2 * k)! : ℝ) / (2 ^ k * (k ! : ℝ)))

/-- The Boys function `F_n(x)`, the integral of `s^(2n) exp(-x s²)` over `[0,1]`. -/
def boys (n : ℕ) (x : ℝ) : ℝ :=
  ∫ s in (0 : ℝ)..1, s ^ (2 * n) * Real.exp (-x * s ^ 2)

/-- The seed `(-2p)^n F_n(p (X² + Y² + Z²))` as a function of `X`. -/
def boysSource (p Y Z : ℝ) (n : ℕ) (X : ℝ) : ℝ :=
  (-2 * p) ^ n * boys n (p * (X ^ 2 + Y ^ 2 + Z ^ 2))

/-- One cannot choose `k` disjoint pairs among fewer than `2k` objects. -/
theorem pairCoeff_eq_zero {t k : ℕ} (h : t < 2 * k) : pairCoeff t k = 0 := by
  simp [pairCoeff, Nat.choose_eq_zero_of_lt h]

/-- Pascal-type rule: a new object is either left unpaired or paired with one of the
`t + 1` others. -/
theorem pairCoeff_succ (t k : ℕ) :
    pairCoeff (t + 1 + 1) (k + 1) = pairCoeff (t + 1) (k + 1) + (t + 1) * pairCoeff t k := by
  have e : 2 * (k + 1) = 2 * k + 1 + 1 := by ring
  have h2 : ((t : ℝ) + 1) * (t.choose (2 * k) : ℝ)
      = ((t + 1).choose (2 * k + 1) : ℝ) * (2 * k + 1) := by
    exact_mod_cast Nat.add_one_mul_choose_eq t (2 * k)
  have h3 : ((2 * k + 1 + 1)! : ℝ) / (2 ^ (k + 1) * ((k + 1)! : ℝ))
      = (2 * k + 1) * (((2 * k)! : ℝ) / (2 ^ k * (k ! : ℝ))) := by
    rw [Nat.factorial_succ (2 * k + 1), Nat.factorial_succ (2 * k), Nat.factorial_succ k]
    push_cast
    field_simp
    ring
  unfold pairCoeff
  rw [e, Nat.choose_succ_succ' (t + 1) (2 * k + 1), Nat.cast_add, h3]
  linear_combination (-(((2 * k)! : ℝ) / (2 ^ k * (k ! : ℝ)))) * h2

/-- The explicit sum written with pair-counting coefficients, over all `k ≤ t`. -/
theorem hermiteSum_eq (X : ℝ) (r : ℕ → ℝ) (n t : ℕ) :
    hermiteSum X r n t
      = ∑ k ∈ range (t + 1), pairCoeff t k * X ^ (t - 2 * k) * r (n + t - k) := by
  calc hermiteSum X r n t
      = ∑ k ∈ range (t / 2 + 1), pairCoeff t k * X ^ (t - 2 * k) * r (n + t - k) := by
        refine sum_congr rfl fun k hk => ?_
        have h : 2 * k ≤ t := by
          have := mem_range.1 hk
          omega
        have hc : (t ! : ℝ) / (2 ^ k * (k ! : ℝ) * ((t - 2 * k)! : ℝ)) = pairCoeff t k := by
          rw [pairCoeff, Nat.cast_choose ℝ h]
          field_simp
        rw [hc]
    _ = _ := by
        refine sum_subset (fun k hk => ?_) (fun k _ hk => ?_)
        · simp only [mem_range] at *
          omega
        · have h : t < 2 * k := by
            simp only [mem_range] at hk
            omega
          rw [pairCoeff_eq_zero h]
          ring

/-- For any seed sequence, the explicit sum satisfies the Hermite Coulomb recurrence. -/
theorem hermiteSum_recurrence (X : ℝ) (r : ℕ → ℝ) : IsHermiteArray X (hermiteSum X r) := by
  intro n t
  cases t with
  | zero => simp [hermiteSum]
  | succ t =>
    change hermiteSum X r n (t + 1 + 1) = ((t + 1 : ℕ) : ℝ) * hermiteSum X r (n + 1) t
      + X * hermiteSum X r (n + 1) (t + 1)
    have h0 : ∀ m, pairCoeff m 0 = 1 := fun m => by simp [pairCoeff]
    -- split off the term without pairs on both sides
    have hL : hermiteSum X r n (t + 1 + 1) = X ^ (t + 1 + 1) * r (n + (t + 1 + 1))
        + ∑ k ∈ range (t + 1),
          pairCoeff (t + 1 + 1) (k + 1) * X ^ (t - 2 * k) * r (n + 1 + t - k) := by
      rw [hermiteSum_eq, sum_range_succ,
        pairCoeff_eq_zero (t := t + 1 + 1) (k := t + 1 + 1) (by omega), sum_range_succ', h0]
      have hs : ∀ k ∈ range (t + 1), pairCoeff (t + 1 + 1) (k + 1)
          * X ^ (t + 1 + 1 - 2 * (k + 1)) * r (n + (t + 1 + 1) - (k + 1))
          = pairCoeff (t + 1 + 1) (k + 1) * X ^ (t - 2 * k) * r (n + 1 + t - k) := by
        intro k _
        rw [show t + 1 + 1 - 2 * (k + 1) = t - 2 * k by omega,
          show n + (t + 1 + 1) - (k + 1) = n + 1 + t - k by omega]
      rw [sum_congr rfl hs]
      simp only [mul_zero, Nat.sub_zero]
      ring
    have hR : hermiteSum X r (n + 1) (t + 1) = X ^ (t + 1) * r (n + (t + 1 + 1))
        + ∑ k ∈ range (t + 1),
          pairCoeff (t + 1) (k + 1) * X ^ (t + 1 - 2 * (k + 1)) * r (n + 1 + t - k) := by
      rw [hermiteSum_eq, sum_range_succ', h0]
      have hs : ∀ k ∈ range (t + 1), pairCoeff (t + 1) (k + 1)
          * X ^ (t + 1 - 2 * (k + 1)) * r (n + 1 + (t + 1) - (k + 1))
          = pairCoeff (t + 1) (k + 1) * X ^ (t + 1 - 2 * (k + 1)) * r (n + 1 + t - k) := by
        intro k _
        rw [show n + 1 + (t + 1) - (k + 1) = n + 1 + t - k by omega]
      rw [sum_congr rfl hs, show n + 1 + (t + 1) - 0 = n + (t + 1 + 1) by omega]
      simp only [mul_zero, Nat.sub_zero]
      ring
    -- the remaining terms match by the Pascal-type rule
    have hsum : ∑ k ∈ range (t + 1),
          pairCoeff (t + 1 + 1) (k + 1) * X ^ (t - 2 * k) * r (n + 1 + t - k)
        = ((t : ℝ) + 1) * ∑ k ∈ range (t + 1),
          pairCoeff t k * X ^ (t - 2 * k) * r (n + 1 + t - k)
        + X * ∑ k ∈ range (t + 1),
          pairCoeff (t + 1) (k + 1) * X ^ (t + 1 - 2 * (k + 1)) * r (n + 1 + t - k) := by
      rw [mul_sum, mul_sum, ← sum_add_distrib]
      refine sum_congr rfl fun k _ => ?_
      rw [pairCoeff_succ]
      by_cases h : 2 * (k + 1) ≤ t + 1
      · rw [show t - 2 * k = (t + 1 - 2 * (k + 1)) + 1 by omega, pow_succ]
        ring
      · rw [pairCoeff_eq_zero (t := t + 1) (k := k + 1) (by omega)]
        ring
    rw [hL, hR, hermiteSum_eq X r (n + 1) t, Nat.cast_add, Nat.cast_one]
    linear_combination hsum

/-- Closed form: an array obeying the Hermite Coulomb recurrence is an explicit
combination of its `t = 0` entries. -/
theorem hermite_closed_form {X : ℝ} {R : ℕ → ℕ → ℝ} (h : IsHermiteArray X R) (n t : ℕ) :
    R n t = ∑ k ∈ range (t / 2 + 1),
      (t ! : ℝ) / (2 ^ k * (k ! : ℝ) * ((t - 2 * k)! : ℝ)) * X ^ (t - 2 * k)
        * R (n + t - k) 0 := by
  change R n t = hermiteSum X (fun m => R m 0) n t
  induction t using Nat.strong_induction_on generalizing n with
  | _ t ih =>
    cases t with
    | zero => simp [hermiteSum]
    | succ t =>
      rw [h n t, hermiteSum_recurrence X _ n t, ih (t - 1) (by omega) (n + 1),
        ih t (by omega) (n + 1)]

/-- In three dimensions, the recurrences along `X`, `Y` and `Z` express `R(n,t,u,v)` as
three nested explicit sums over the entries `R(m,0,0,0)`. -/
theorem hermite_closed_form_three {X Y Z : ℝ} {R : ℕ → ℕ → ℕ → ℕ → ℝ}
    (hx : ∀ u v, IsHermiteArray X (fun n t => R n t u v))
    (hy : ∀ v, IsHermiteArray Y (fun n u => R n 0 u v))
    (hz : IsHermiteArray Z (fun n v => R n 0 0 v)) (n t u v : ℕ) :
    R n t u v = hermiteSum X (fun a => hermiteSum Y (fun b =>
      hermiteSum Z (fun c => R c 0 0 0) b v) a u) n t := by
  have h1 : R n t u v = hermiteSum X (fun a => R a 0 u v) n t :=
    hermite_closed_form (hx u v) n t
  have h2 : (fun a => R a 0 u v) = fun a => hermiteSum Y (fun b => R b 0 0 v) a u :=
    funext fun a => hermite_closed_form (hy v) a u
  have h3 : (fun b => R b 0 0 v) = fun b => hermiteSum Z (fun c => R c 0 0 0) b v :=
    funext fun b => hermite_closed_form hz b v
  rw [h1, h2, h3]

/-- If each seed has derivative `x` times the next seed, then differentiating the
explicit sum raises `t` by one. -/
theorem hasDerivAt_hermiteSum {G : ℕ → ℝ → ℝ}
    (hG : ∀ n x, HasDerivAt (G n) (x * G (n + 1) x) x) (t n : ℕ) (x : ℝ) :
    HasDerivAt (fun y => hermiteSum y (fun m => G m y) n t)
      (hermiteSum x (fun m => G m x) n (t + 1)) x := by
  induction t using Nat.strong_induction_on generalizing n x with
  | _ t ih =>
    cases t with
    | zero =>
      have e : (fun y => hermiteSum y (fun m => G m y) n 0) = G n := by
        funext y
        simp [hermiteSum]
      rw [e]
      exact (hG n x).congr_deriv (by simp [hermiteSum])
    | succ t =>
      have e : (fun y => hermiteSum y (fun m => G m y) n (t + 1)) = fun y =>
          (t : ℝ) * hermiteSum y (fun m => G m y) (n + 1) (t - 1)
            + y * hermiteSum y (fun m => G m y) (n + 1) t :=
        funext fun y => hermiteSum_recurrence y _ n t
      have h1 : HasDerivAt
          (fun y => (t : ℝ) * hermiteSum y (fun m => G m y) (n + 1) (t - 1))
          ((t : ℝ) * hermiteSum x (fun m => G m x) (n + 1) t) x := by
        cases t with
        | zero =>
          simp only [Nat.cast_zero, zero_mul]
          exact hasDerivAt_const x 0
        | succ s => exact (ih s (by omega) (n + 1) x).const_mul _
      have h2 := (hasDerivAt_id' x).fun_mul (ih t (by omega) (n + 1) x)
      rw [e]
      refine (h1.fun_add h2).congr_deriv ?_
      rw [hermiteSum_recurrence x _ n (t + 1)]
      simp only [Nat.add_sub_cancel, Nat.cast_add, Nat.cast_one]
      ring

/-- The derivative of the Boys function `F_n` is `-F_{n+1}`. -/
theorem hasDerivAt_boys (n : ℕ) (x : ℝ) : HasDerivAt (boys n) (-boys (n + 1) x) x := by
  have h := intervalIntegral.hasDerivAt_integral_of_dominated_loc_of_deriv_le
    (μ := MeasureTheory.volume) (a := (0 : ℝ)) (b := 1) (x₀ := x)
    (F := fun y s : ℝ => s ^ (2 * n) * Real.exp (-y * s ^ 2))
    (F' := fun y s : ℝ => -(s ^ (2 * (n + 1)) * Real.exp (-y * s ^ 2)))
    (bound := fun _ => Real.exp (|x| + 1)) (Metric.ball_mem_nhds x one_pos)
    (Filter.Eventually.of_forall fun y =>
      Continuous.aestronglyMeasurable (by fun_prop))
    (Continuous.intervalIntegrable (by fun_prop) _ _)
    (Continuous.aestronglyMeasurable (by fun_prop))
    (MeasureTheory.ae_of_all _ fun s hs y hy => by
      rw [Set.uIoc_of_le zero_le_one] at hs
      obtain ⟨h0, h1⟩ := hs
      rw [Metric.mem_ball, Real.dist_eq, abs_lt] at hy
      change ‖-(s ^ (2 * (n + 1)) * Real.exp (-y * s ^ 2))‖ ≤ Real.exp (|x| + 1)
      rw [norm_neg, Real.norm_of_nonneg (by positivity), ← one_mul (Real.exp (|x| + 1))]
      have hb : 0 ≤ |x| + 1 + y := by linarith [neg_abs_le x, hy.1]
      have hs2 : s ^ 2 ≤ 1 := pow_le_one₀ h0.le h1
      refine mul_le_mul (pow_le_one₀ h0.le h1) (Real.exp_le_exp.2 ?_)
        (Real.exp_pos _).le zero_le_one
      nlinarith [mul_nonneg hb (sq_nonneg s),
        mul_nonneg (by positivity : 0 ≤ |x| + 1) (sub_nonneg.2 hs2)])
    (Continuous.intervalIntegrable (by fun_prop) _ _)
    (MeasureTheory.ae_of_all _ fun s _ y _ => by
      have h := (((hasDerivAt_id' y).fun_neg.mul_const (s ^ 2)).exp).const_mul (s ^ (2 * n))
      exact h.congr_deriv (by ring))
  exact h.2.congr_deriv (by rw [boys]; exact intervalIntegral.integral_neg)

/-- The `t`-th `X`-derivative of `(-2p)^n F_n(p (X² + Y² + Z²))` is the explicit sum over
Boys-function seeds. -/
theorem iteratedDeriv_boysSource (p Y Z : ℝ) (n t : ℕ) (X : ℝ) :
    iteratedDeriv t (boysSource p Y Z n) X
      = hermiteSum X (fun m => boysSource p Y Z m X) n t := by
  -- each seed differentiates to `X` times the next one
  have hG : ∀ m x, HasDerivAt (boysSource p Y Z m) (x * boysSource p Y Z (m + 1) x) x := by
    intro m x
    have h1 : HasDerivAt (fun y : ℝ => p * (y ^ 2 + Y ^ 2 + Z ^ 2)) (p * (2 * x)) x :=
      ((((hasDerivAt_pow 2 x).add_const (Y ^ 2)).add_const (Z ^ 2)).const_mul p).congr_deriv
        (by norm_num)
    refine (((hasDerivAt_boys m _).comp x h1).const_mul ((-2 * p) ^ m)).congr_deriv ?_
    unfold boysSource
    ring
  induction t generalizing X with
  | zero => simp [hermiteSum]
  | succ t ih =>
    rw [iteratedDeriv_succ, funext ih]
    exact (hasDerivAt_hermiteSum hG t n X).deriv

/-- The `X`-derivatives of the Boys-function seeds form an array that obeys the Hermite
Coulomb recurrence. -/
theorem isHermiteArray_witness (p X Y Z : ℝ) :
    IsHermiteArray X (fun n t => iteratedDeriv t (boysSource p Y Z n) X) := by
  intro n t
  simp only [iteratedDeriv_boysSource]
  exact hermiteSum_recurrence X _ n t

end

end HermiteCoulombClosedForm
```

```lean
#print axioms HermiteCoulombClosedForm.hermite_closed_form
#print axioms HermiteCoulombClosedForm.hermite_closed_form_three
#print axioms HermiteCoulombClosedForm.iteratedDeriv_boysSource
```

```
'HermiteCoulombClosedForm.hermite_closed_form' depends on axioms: [propext, Classical.choice, Quot.sound]
'HermiteCoulombClosedForm.hermite_closed_form_three' depends on axioms: [propext, Classical.choice, Quot.sound]
'HermiteCoulombClosedForm.iteratedDeriv_boysSource' depends on axioms: [propext, Classical.choice, Quot.sound]
```

## From a recurrence to a sum over seeds

Let X be one component of the separation and R(n,t) a real array, where t is the derivative order along X and n is an auxiliary order. The hypothesis `IsHermiteArray X R` says that, for all natural numbers n and t,

R(n,t+1) = t R(n+1,t−1) + X R(n+1,t).

The theorem `hermite_closed_form` concludes that

R(n,t) = Σ_{2k≤t} c(t,k) X^(t−2k) R(n+t−k,0), with c(t,k) = t!/(2^k k! (t−2k)!).

In Lean the condition 2k ≤ t appears as `range (t / 2 + 1)`, with division rounded down. The first cases are R(n,1) = X R(n+1,0) and R(n,2) = X² R(n+2,0) + R(n+1,0).

At t = 0 the recurrence mentions R(n+1,t−1). Natural-number subtraction turns that index into 0, and the factor t removes the term. The recurrence could also have been stated as two conditions, R(n,1) = X R(n+1,0) and R(n,t+2) = (t+1) R(n+1,t) + X R(n+1,t+1). This is equivalent and avoids the truncated index, at the price of a hypothesis in two parts.

## The Boys function as the physical seed

The entries with t = 0 are the seeds. For the Coulomb problem they are

G_n(X) = (−2p)^n F_n(p(X²+Y²+Z²)), where F_n(x) = ∫₀¹ s^(2n) exp(−x s²) ds.

Here Y and Z are the other two components of the separation, and p is an exponent formed from those of the Gaussians. It is positive in the physical problem, though the theorems allow any real p. In the file these functions are `boysSource` and `boys`.

The theorem `iteratedDeriv_boysSource` identifies the t-th X-derivative of G_n with the explicit sum over G_m(X), and `isHermiteArray_witness` shows that these derivatives obey the recurrence. For integrals over Gaussian basis functions, in exact arithmetic and with derivatives along one axis, a single entry thus follows from Boys functions of orders n+t−k with 2k ≤ t, without filling in the intermediate table.

For three axes, `hermite_closed_form_three` gives three nested sums over R(m,0,0,0). It assumes the X-recurrence for all u and v, the Y-recurrence at t = 0, and the Z-recurrence at t = u = 0, where u and v are the derivative orders along Y and Z. These recurrences are hypotheses: the file does not derive them for mixed derivatives of the Boys seed. Integral prefactors, the expansion of orbital products in Hermite Gaussians and rounding errors are not modelled.

## Counting pairs

The coefficient c(t,k) is the number of ways to choose k disjoint pairs among t objects. The file writes it as `pairCoeff`:

c(t,k) = C(t,2k) · (2k)!/(2^k k!),

where C denotes a binomial coefficient. This form vanishes for 2k > t, which is `pairCoeff_eq_zero`. The rule `pairCoeff_succ` is

c(t+2,k+1) = c(t+1,k+1) + (t+1) c(t,k),

because a new object either stays unpaired or joins one of the t+1 others. Algebraically, it follows from three identities:

C(t+2,2k+2) = C(t+1,2k+1) + C(t+1,2k+2)

(2k+2)!/(2^(k+1) (k+1)!) = (2k+1) · (2k)!/(2^k k!)

(t+1) C(t,2k) = (2k+1) C(t+1,2k+1)

The Lean proof establishes the last two as `h3` and `h2`. It rewrites the goal with the first identity and `h3`, and `linear_combination` closes it with `h2`.

## The sum obeys the recurrence

For any seed sequence r, write

S(n,t) = Σ_{2k≤t} c(t,k) X^(t−2k) r(n+t−k).

This is `hermiteSum`. For the first step, S(n,1) = X r(n+1) = X S(n+1,0). For the later ones, separate the term without pairs and shift the summation index:

S(n,t+2) = X^(t+2) r(n+t+2) + Σ_{2k≤t} c(t+2,k+1) X^(t−2k) r(n+1+t−k).

Now apply the pair rule. The parts with c(t+1,k+1), together with the separated term, form X S(n+1,t+1). The parts with (t+1) c(t,k) form (t+1) S(n+1,t). Hence

S(n,t+2) = (t+1) S(n+1,t) + X S(n+1,t+1).

This is `hermiteSum_recurrence`. Its proof first uses `hermiteSum_eq` to extend each sum to all k up to its derivative order, where the added terms vanish; `hL` and `hR` then separate the terms without pairs, and `hsum` matches the rest.

A slip lurks at the upper end of the sum. The proof takes a factor X out by writing X^(t−2k) = X · X^(t−2k−1), and in Lean this can fail when t = 2k: the left side is then X^0 = 1, while truncated subtraction turns the exponent −1 on the right into 0, which leaves X. The case split in `hsum` deals with this: whenever t ≤ 2k, which also covers the added terms of the extended sum, c(t+1,k+1) is zero, so the faulty factorisation is never needed.

## The seeds determine the array

Set r(m) = R(m,0). Then R(n,0) = S(n,0) for every n. If R and S agree at all smaller derivative orders and for every n, their common recurrence gives

R(n,t+1) = t S(n+1,t−1) + X S(n+1,t) = S(n,t+1).

Strong induction on t therefore proves the closed form. In Lean, `generalizing n` keeps the induction hypothesis available at n+1. The three-axis theorem applies this result along X, then Y, then Z.

## Differentiating the Boys seeds

Differentiation under the integral gives F_n′(x) = −F_{n+1}(x). It is justified in `hasDerivAt_boys` by a bound: for |y−x| < 1 and 0 < s ≤ 1, the differentiated integrand at y has absolute value at most exp(|x|+1). The chain rule then gives

G_n′(X) = (−2p)^n · (−F_{n+1}(p(X²+Y²+Z²))) · 2pX = X G_{n+1}(X).

With r(m) = G_m(X), the sum S also depends on X through its seeds, and `hasDerivAt_hermiteSum` proves that dS(n,t)/dX = S(n,t+1). At t = 0 this is the seed rule. For the induction step, differentiate the recurrence for S(n,t+1):

dS(n,t+1)/dX = t S(n+1,t) + S(n+1,t) + X S(n+1,t+1) = S(n,t+2).

The first term is zero when t = 0, a case that Lean treats separately. Repeated differentiation starting from S(n,0) = G_n gives `iteratedDeriv_boysSource`, and the recurrence for S then carries over to the derivatives.
